# Damping an electrode level's weight by a Gaussian of peak height one never increases its magnitude

An electrode level at energy `x` from the Fermi level, with `x` a dimensionless real number, carries the symmetric weight exp(x/2)/(1 + exp x). The damped weight multiplies this by exp(−(x + h)²/(4 `lam`)), a Gaussian centred at −`h` with variance 2 `lam`, not normalised to unit area but with peak value one. The lemma `norm_dampedWeight_le` states that, for every positive `lam` and all real `h` and `x`, the absolute value of the damped weight is at most the undamped weight. The attempt tries to remove the absolute value by positivity and then to apply the bound already proved without it, `dampedWeight_le`.

An attempt in Lean 4 with a fault in it:

```lean
import Mathlib

open MeasureTheory Filter Topology
open scoped Real

namespace MarcusHushChidseyLargeReorganization

noncomputable section

/-- The symmetric weight `exp (x/2) / (1 + exp x)` of an electrode level at energy `x`
from the Fermi level. -/
def weight (x : ℝ) : ℝ := Real.exp (x / 2) / (1 + Real.exp x)

/-- The level weight damped by a Gaussian of variance `2 * lam` centred at `-h`. -/
def dampedWeight (lam h x : ℝ) : ℝ :=
  Real.exp (-(x + h) ^ 2 / (4 * lam)) * weight x

/-- The level weight is positive. -/
lemma weight_pos (x : ℝ) : 0 < weight x := by
  unfold weight
  positivity

/-- The damped weight never exceeds the level weight. -/
lemma dampedWeight_le {lam : ℝ} (hl : 0 < lam) (h x : ℝ) :
    dampedWeight lam h x ≤ weight x := by
  have h1 : Real.exp (-(x + h) ^ 2 / (4 * lam)) ≤ 1 :=
    Real.exp_le_one_iff.2 (div_nonpos_of_nonpos_of_nonneg
      (neg_nonpos.2 (sq_nonneg _)) (by positivity))
  exact mul_le_of_le_one_left (weight_pos x).le h1

lemma norm_dampedWeight_le {lam : ℝ} (hl : 0 < lam) (h x : ℝ) :
    ‖dampedWeight lam h x‖ ≤ weight x := by
  rw [Real.norm_of_nonneg (mul_pos (Real.exp_pos _) (weight_pos x)).le]
  exact dampedWeight_le hl h x

end

end MarcusHushChidseyLargeReorganization
```

Messages:

```
Main.lean:33:6: error: Tactic `rewrite` failed: Did not find an occurrence of the pattern
  ‖rexp ?m.17 * weight x‖
in the target expression
  ‖dampedWeight lam h x‖ ≤ weight x

lam : ℝ
hl : 0 < lam
h x : ℝ
⊢ ‖dampedWeight lam h x‖ ≤ weight x
```

The repair, with which the file compiles:

```diff
@@ -29,7 +29,11 @@
   exact mul_le_of_le_one_left (weight_pos x).le h1
 
+/-- The absolute value of the damped weight never exceeds the level weight. -/
 lemma norm_dampedWeight_le {lam : ℝ} (hl : 0 < lam) (h x : ℝ) :
     ‖dampedWeight lam h x‖ ≤ weight x := by
-  rw [Real.norm_of_nonneg (mul_pos (Real.exp_pos _) (weight_pos x)).le]
+  have hp : 0 ≤ dampedWeight lam h x := by
+    unfold dampedWeight
+    exact (mul_pos (Real.exp_pos _) (weight_pos x)).le
+  rw [Real.norm_of_nonneg hp]
   exact dampedWeight_le hl h x
 
```

Cause. The message says that `rw` looked for the norm of an explicit product, `‖rexp ?m.17 * weight x‖`, and did not find it in the goal, which has `‖dampedWeight lam h x‖`. `Real.norm_of_nonneg` turns a proof that a real number is nonnegative into the equation saying that its norm is the number itself. Here the number was read off from the proof supplied, which `mul_pos` builds for a product of an exponential, its argument still undetermined, and `weight x`. The damped weight is such a product by definition, but `rw` does not unfold the ordinary definition `dampedWeight` to match the pattern.

The repair first states the nonnegativity as `hp`, about `dampedWeight lam h x` itself. Inside that proof, `unfold dampedWeight` exposes the product, and the same positivity argument proves the claim, the goal now fixing the exponent. Rewriting with `Real.norm_of_nonneg hp` then looks for `‖dampedWeight lam h x‖`, which is in the goal, and leaves the inequality that `dampedWeight_le` proves. The added docstring is mere tidying.
